# Hopping and interaction on two qubits exponentiate to an explicit gate that conserves ZI + IZ

For real angles $\theta$ and $\varphi$, with $n=(1-Z)/2$, the evolution
$$U=\exp\!\big[-i\big(\theta\,(XX+YY)/2+\varphi\,n\otimes n\big)\big]$$
fixes $|00\rangle$, multiplies $|11\rangle$ by $e^{-i\varphi}$, and acts on $|01\rangle,|10\rangle$ as
$$\begin{pmatrix}\cos\theta&-i\sin\theta\\-i\sin\theta&\cos\theta\end{pmatrix}.$$
It commutes with $ZI+IZ$. At $\varphi=0$ it is the pure hopping gate, which also fixes $|11\rangle$.

Q: What physical situation is this, and do the Lean objects describe it?

A: One particle can hop between two sites, and two particles interact when both sites are filled. A qubit in state 1 is an occupied site. The operators start from the usual Pauli matrices.

```lean
import Mathlib

open Matrix
open scoped Kronecker

namespace HoppingGate

noncomputable section

/-- The Pauli matrix X. -/
def X : Matrix (Fin 2) (Fin 2) ℂ := !![0, 1; 1, 0]

/-- The Pauli matrix Y. -/
def Y : Matrix (Fin 2) (Fin 2) ℂ := !![0, -Complex.I; Complex.I, 0]

/-- The Pauli matrix Z. -/
def Z : Matrix (Fin 2) (Fin 2) ℂ := !![1, 0; 0, -1]

/-- The occupation number `n = (1 - Z)/2` of one qubit. -/
def occupation : Matrix (Fin 2) (Fin 2) ℂ := (1 / 2 : ℂ) • (1 - Z)
```

Q: Kronecker products come with an ordering. Which one is used?

A: `bits` lists the basis as 00, 01, 10, 11, so Lean's indices 0 to 3 mean those states. `tensor` is the Kronecker product in that order.

```lean
/-- The two-qubit basis states in the order 00, 01, 10, 11. -/
def bits : Fin 4 → Fin 2 × Fin 2 := ![(0, 0), (0, 1), (1, 0), (1, 1)]

/-- The tensor product of two one-qubit operators, as a 4 by 4 matrix in the basis
00, 01, 10, 11. -/
def tensor (A B : Matrix (Fin 2) (Fin 2) ℂ) : Matrix (Fin 4) (Fin 4) ℂ :=
  (A ⊗ₖ B).submatrix bits bits

/-- Matrix elements of a tensor product are products of one-qubit matrix elements. -/
theorem tensor_apply (A B : Matrix (Fin 2) (Fin 2) ℂ) (i j : Fin 4) :
    tensor A B i j = A (bits i).1 (bits j).1 * B (bits i).2 (bits j).2 := rfl
```

Q: And the names of the two-qubit operators?

A: `hopping` includes the factor 1/2. `magnetization` is $ZI+IZ$ without a spin factor 1/2; it equals $2-2N$, where $N$ is the particle number. In $ZI$ the letter $I$ is the identity, written `1` in Lean, whereas `Complex.I` is the imaginary unit. `gate` is written out entry by entry, without a matrix exponential.

```lean
/-- The hopping term `(XX + YY)/2`. -/
def hopping : Matrix (Fin 4) (Fin 4) ℂ := (1 / 2 : ℂ) • (tensor X X + tensor Y Y)

/-- The interaction term `n ⊗ n`. -/
def interaction : Matrix (Fin 4) (Fin 4) ℂ := tensor occupation occupation

/-- The total magnetization `ZI + IZ`. -/
def magnetization : Matrix (Fin 4) (Fin 4) ℂ := tensor Z 1 + tensor 1 Z

/-- The gate that fixes 00, mixes 01 and 10 with angle `θ`, and gives 11 the phase
`exp(-iφ)`. -/
def gate (θ φ : ℝ) : Matrix (Fin 4) (Fin 4) ℂ :=
  !![1, 0, 0, 0;
     0, Complex.cos θ, -Complex.I * Complex.sin θ, 0;
     0, -Complex.I * Complex.sin θ, Complex.cos θ, 0;
     0, 0, 0, Complex.exp (-(Complex.I * φ))]
```

Q: Why does $XX+YY$ not create pairs of particles?

A: Since $Y|0\rangle=i|1\rangle$ and $Y|1\rangle=-i|0\rangle$, $YY$ sends $|00\rangle$ to $-|11\rangle$ and $|11\rangle$ to $-|00\rangle$. These cancel the contributions of $XX$. On $|01\rangle$ and $|10\rangle$ the two terms agree, so half their sum exchanges these states. Also, $n\otimes n$ projects onto $|11\rangle$, and $ZI+IZ$ has values $2,0,0,-2$. Lean checks all sixteen entries of each matrix.

```lean
/-- The hopping term exchanges 01 and 10 and annihilates 00 and 11. -/
theorem hopping_eq :
    hopping = !![0, 0, 0, 0; 0, 0, 1, 0; 0, 1, 0, 0; 0, 0, 0, 0] := by
  ext i j
  fin_cases i <;> fin_cases j <;>
    simp [hopping, tensor_apply, bits, X, Y] <;> norm_num

/-- The interaction term is the projector onto 11. -/
theorem interaction_eq :
    interaction = !![0, 0, 0, 0; 0, 0, 0, 0; 0, 0, 0, 0; 0, 0, 0, 1] := by
  ext i j
  fin_cases i <;> fin_cases j <;>
    simp [interaction, tensor, bits, occupation, Z]
  norm_num

/-- The total magnetization is diagonal, with values 2, 0, 0, -2 on 00, 01, 10, 11. -/
theorem magnetization_eq : magnetization = diagonal ![2, 0, 0, -2] := by
  ext i j
  fin_cases i <;> fin_cases j <;>
    simp [magnetization, tensor_apply, Matrix.one_apply, bits, Z] <;> norm_num
```

Q: How do you get the exponential by hand?

A: Put $|\pm\rangle=(|01\rangle\pm|10\rangle)/\sqrt2$. The operator multiplying $-i$ has eigenvalues $0,\theta,-\theta,\varphi$ on $|00\rangle,|+\rangle,|-\rangle,|11\rangle$. Therefore
$$U|01\rangle=\frac{e^{-i\theta}|+\rangle+e^{i\theta}|-\rangle}{\sqrt2}=\cos\theta\,|01\rangle-i\sin\theta\,|10\rangle,$$
and exchanging the two sites gives $U|10\rangle=\cos\theta\,|10\rangle-i\sin\theta\,|01\rangle$.

The Lean matrix `modes` has the unnormalised columns $|01\rangle\pm|10\rangle$; its inverse carries the factors 1/2.

```lean
/-- The invertible matrix whose columns are 00, 01 + 10, 01 - 10 and 11. -/
def modes : (Matrix (Fin 4) (Fin 4) ℂ)ˣ where
  val := !![1, 0, 0, 0; 0, 1, 1, 0; 0, 1, -1, 0; 0, 0, 0, 1]
  inv := !![1, 0, 0, 0; 0, 1/2, 1/2, 0; 0, 1/2, -1/2, 0; 0, 0, 0, 1]
  val_inv := by
    ext i j
    fin_cases i <;> fin_cases j <;>
      simp [Matrix.mul_apply, Fin.sum_univ_four] <;> norm_num
  inv_val := by
    ext i j
    fin_cases i <;> fin_cases j <;>
      simp [Matrix.mul_apply, Fin.sum_univ_four] <;> norm_num
```

In the next proof, `hgen` is the diagonalisation, `e1` and `e2` are Euler's formula, and `hexp` exponentiates the eigenvalues. `Matrix.exp_units_conj` moves the exponential inside the change of basis, and multiplying out gives `gate θ φ`.

```lean
/-- Evolution under hopping with angle `θ` and interaction with angle `φ` is the
explicit gate: `exp(-i(θ (XX + YY)/2 + φ n ⊗ n)) = gate θ φ`. -/
theorem exp_hopping_interaction (θ φ : ℝ) :
    NormedSpace.exp (-Complex.I • ((θ : ℂ) • hopping + (φ : ℂ) • interaction))
      = gate θ φ := by
  have hval : (modes : Matrix (Fin 4) (Fin 4) ℂ)
      = !![1, 0, 0, 0; 0, 1, 1, 0; 0, 1, -1, 0; 0, 0, 0, 1] := rfl
  have hinv : ((modes⁻¹ : (Matrix (Fin 4) (Fin 4) ℂ)ˣ) : Matrix (Fin 4) (Fin 4) ℂ)
      = !![1, 0, 0, 0; 0, 1/2, 1/2, 0; 0, 1/2, -1/2, 0; 0, 0, 0, 1] := rfl
  -- the generator is diagonal in the modes 01 + 10 and 01 - 10
  have hgen : -Complex.I • ((θ : ℂ) • hopping + (φ : ℂ) • interaction)
      = (modes : Matrix (Fin 4) (Fin 4) ℂ)
        * diagonal ![0, -(Complex.I * θ), Complex.I * θ, -(Complex.I * φ)]
        * ((modes⁻¹ : (Matrix (Fin 4) (Fin 4) ℂ)ˣ) : Matrix (Fin 4) (Fin 4) ℂ) := by
    rw [hopping_eq, interaction_eq, hval, hinv]
    ext i j
    rw [Matrix.mul_apply]
    simp only [Matrix.mul_diagonal, Fin.sum_univ_four]
    fin_cases i <;> fin_cases j <;> simp <;> ring
  -- Euler's formula for the two modes
  have e1 : Complex.exp (-(Complex.I * θ))
      = Complex.cos θ - Complex.I * Complex.sin θ := by
    have h : -(Complex.I * (θ : ℂ)) = (-(θ : ℂ)) * Complex.I := by ring
    rw [h, Complex.exp_mul_I, Complex.cos_neg, Complex.sin_neg]
    ring
  have e2 : Complex.exp (Complex.I * θ)
      = Complex.cos θ + Complex.I * Complex.sin θ := by
    rw [mul_comm Complex.I (θ : ℂ), Complex.exp_mul_I]
    ring
  have hpi : ∀ (v : Fin 4 → ℂ) (i : Fin 4),
      NormedSpace.exp v i = Complex.exp (v i) := by
    intro v i
    rw [Complex.exp_eq_exp_ℂ]
    exact NormedSpace.map_exp (Pi.evalRingHom (fun _ : Fin 4 => ℂ) i)
      (continuous_apply i) v
  have hexp : NormedSpace.exp
      (![0, -(Complex.I * θ), Complex.I * θ, -(Complex.I * φ)] : Fin 4 → ℂ)
      = ![1, Complex.cos θ - Complex.I * Complex.sin θ,
          Complex.cos θ + Complex.I * Complex.sin θ,
          Complex.exp (-(Complex.I * φ))] := by
    ext i
    rw [hpi]
    fin_cases i
    · simp
    · exact e1
    · exact e2
    · rfl
  rw [hgen, Matrix.exp_units_conj, Matrix.exp_diagonal, hexp, hval, hinv]
  ext i j
  rw [Matrix.mul_apply]
  simp only [Matrix.mul_diagonal, Fin.sum_univ_four]
  fin_cases i <;> fin_cases j <;> simp [gate] <;> ring
```

Setting $\varphi=0$ gives the hopping gate.

```lean
/-- The pure hopping gate `exp(-iθ (XX + YY)/2)` fixes 00 and 11 and acts on 01, 10 as
`[[cos θ, -i sin θ], [-i sin θ, cos θ]]`. -/
theorem exp_hopping (θ : ℝ) :
    NormedSpace.exp ((-Complex.I * θ) • hopping) =
      !![1, 0, 0, 0;
         0, Complex.cos θ, -Complex.I * Complex.sin θ, 0;
         0, -Complex.I * Complex.sin θ, Complex.cos θ, 0;
         0, 0, 0, 1] := by
  have h := exp_hopping_interaction θ 0
  simpa only [gate, Complex.ofReal_zero, zero_smul, add_zero, smul_smul, mul_zero,
    neg_zero, Complex.exp_zero] using h
```

Q: Is conservation a separate assumption?

A: No, it follows from the matrix. If $m_i$ are the diagonal values of $ZI+IZ$, commuting means $U_{ij}m_j=m_iU_{ij}$. The only off-diagonal entries of $U$ connect 01 and 10, where both values are zero.

```lean
/-- Evolution under hopping and interaction commutes with `ZI + IZ`. -/
theorem evolution_conserves_magnetization (θ φ : ℝ) :
    Commute
      (NormedSpace.exp (-Complex.I • ((θ : ℂ) • hopping + (φ : ℂ) • interaction)))
      magnetization := by
  rw [exp_hopping_interaction, magnetization_eq, commute_iff_eq]
  ext i j
  rw [mul_diagonal, diagonal_mul]
  fin_cases i <;> fin_cases j <;> simp [gate, mul_comm]
```

Q: What if I drop the $YY$ term?

A: Conservation can fail. We have
$$e^{-i\theta XX/2}|00\rangle=\cos(\theta/2)|00\rangle-i\sin(\theta/2)|11\rangle,$$
which mixes particle numbers 0 and 2 at $\theta=\pi/2$, for example.

Q: Does hopping entangle the sites?

A: Starting from $|01\rangle$, it does unless $\sin\theta=0$ or $\cos\theta=0$. A product state $u\otimes v$ has amplitudes satisfying $c_{01}c_{10}=c_{00}c_{11}$. Here that reads $-i\sin\theta\cos\theta=0$. Conversely, if $\sin\theta=0$ the state is $\cos\theta\,|0\rangle\otimes|1\rangle$; if $\cos\theta=0$ it is $|1\rangle\otimes(-i\sin\theta\,|0\rangle)$. Lean gets the forward direction with `linear_combination` and the converse from these factors. The theorem concerns this input and $\varphi=0$ only.

```lean
/-- The hopping gate sends 01 to a product state `u ⊗ v` exactly when `sin θ = 0` or
`cos θ = 0`. -/
theorem hopping_product_iff (θ : ℝ) :
    (∃ u v : Fin 2 → ℂ, ∀ k,
      NormedSpace.exp ((-Complex.I * θ) • hopping) k 1 = u (bits k).1 * v (bits k).2)
      ↔ Real.sin θ = 0 ∨ Real.cos θ = 0 := by
  rw [exp_hopping]
  constructor
  · rintro ⟨u, v, h⟩
    have h0 : 0 = u 0 * v 0 := h 0
    have h1 : Complex.cos θ = u 0 * v 1 := h 1
    have h2 : -Complex.I * Complex.sin θ = u 1 * v 0 := h 2
    -- for a product state the amplitudes satisfy c₀₁ c₁₀ = c₀₀ c₁₁
    have hp : Complex.I * (Complex.sin θ * Complex.cos θ) = 0 := by
      linear_combination (-u 1 * v 0) * h1 - Complex.cos θ * h2 + (u 1 * v 1) * h0
    have hs := (mul_eq_zero.1 hp).resolve_left Complex.I_ne_zero
    rcases mul_eq_zero.1 hs with h | h
    · left
      exact_mod_cast h
    · right
      exact_mod_cast h
  · rintro (h | h)
    · have hc : Complex.sin θ = 0 := by exact_mod_cast h
      refine ⟨![Complex.cos θ, 0], ![0, 1], fun k => ?_⟩
      fin_cases k <;> simp [bits, hc]
    · have hc : Complex.cos θ = 0 := by exact_mod_cast h
      refine ⟨![0, 1], ![-Complex.I * Complex.sin θ, 0], fun k => ?_⟩
      fin_cases k <;> simp [bits, hc]

end

end HoppingGate
```

```lean
#print axioms HoppingGate.exp_hopping_interaction
#print axioms HoppingGate.evolution_conserves_magnetization
#print axioms HoppingGate.hopping_product_iff
```

```
'HoppingGate.exp_hopping_interaction' depends on axioms: [propext, Classical.choice, Quot.sound]
'HoppingGate.evolution_conserves_magnetization' depends on axioms: [propext, Classical.choice, Quot.sound]
'HoppingGate.hopping_product_iff' depends on axioms: [propext, Classical.choice, Quot.sound]
```

Q: Where would I meet this in a fermion simulation?

A: In a Trotter step for one bond between two modes adjacent in the Jordan–Wigner order. There the Hamiltonian $-t(c_1^\dagger c_2+c_2^\dagger c_1)+Vn_1n_2$ becomes $-t(XX+YY)/2+V\,n\otimes n$. Here $c_j$ is the operator that removes a fermion from mode $j$, $n_j=c_j^\dagger c_j$ is its occupation, $t$ is the hopping amplitude and $V$ is the interaction energy when both modes are filled. This translation from fermions to qubits is the step you must supply yourself; the Lean code begins with the qubit operators.

For a time step $\tau$ with $\hbar=1$, set $\theta=-t\tau$ and $\varphi=V\tau$. With $t=1$, $V=2$, $\tau=0.1$, the state $|01\rangle$ becomes about $0.995|01\rangle+0.0998\,i|10\rangle$, a hopping probability of about 1%, and $|11\rangle$ acquires the phase $e^{-0.2i}$.
